# The tunnelling exponent of a linear two-level crossing from an integral over imaginary time

Let two bands have energies $at$ and $-at$ that change linearly in time $t$, and let a constant real coupling $D$ connect them. The Hamiltonian is

$$H(t)=\begin{pmatrix} at & D\\ D & -at\end{pmatrix}.$$

Here $D$ is an energy and $a$ is an energy per time, so the uncoupled energies separate at the rate $2a$. A level of $H(t)$ is a number $\mu$ for which $H(t)v=\mu v$ has a solution $v\neq 0$. For $D,a,\hbar>0$ the tunnelling exponent is defined as

$$S=\frac{2}{\hbar}\int_0^{D/a}2\sqrt{D^2-a^2s^2}\,ds .$$

The integrand is the gap between the levels at the imaginary time $t=is$. In the semiclassical picture, the amplitude for changing level is damped by the factor $e^{-S/2}$, where $S/2$ is the integral of this gap divided by $\hbar$. Squaring the amplitude to get a probability doubles the exponent, hence the prefactor $2/\hbar$ in $S$.

The claim is that the levels at real time are $\pm\sqrt{D^2+a^2t^2}$ and that

$$S=\frac{\pi(2D)^2}{4\hbar a},$$

where $2D$ is the smallest gap at real time.

The Landau–Zener formula gives $e^{-S}$ as the probability that a system swept from $t=-\infty$ to $t=+\infty$ ends on the other adiabatic level. What is derived here is the value of $S$ from its integral, without solving the time-dependent Schrödinger equation. The exponent enters estimates of Zener tunnelling in a non-interacting two-band model, and of hopping in trajectory simulations when an avoided crossing is approximated by linear energies and a constant coupling.

## Where the gap closes

The secular determinant is

$$\det(H(t)-\mu)=(at-\mu)(-at-\mu)-D^2=\mu^2-a^2t^2-D^2 ,$$

so $\mu$ is a level exactly when $\mu^2=D^2+a^2t^2$. This is algebra and holds for complex $t$ too.

At real $t$ the right-hand side is non-negative, and the levels are $\pm\sqrt{D^2+a^2t^2}$. At $t=is$ it becomes $D^2-a^2s^2$. As long as $a^2s^2\le D^2$, the levels are the real numbers $\pm\sqrt{D^2-a^2s^2}$, and their distance is the integrand of $S$.

The two levels meet when both are zero, that is, when $a^2t^2=-D^2$, or $t=\pm iD/a$. The levels never touch at real time, but they do at these two complex times, and the upper one sets the limit $D/a$ of the integral.

## The area under a semicircle

Substitute $s=Dx/a$. Then $ds=(D/a)\,dx$ and, since $D>0$, $\sqrt{D^2-a^2s^2}=D\sqrt{1-x^2}$. Hence

$$\int_0^{D/a}\sqrt{D^2-a^2s^2}\,ds=\frac{D^2}{a}\int_0^1\sqrt{1-x^2}\,dx=\frac{D^2}{a}\cdot\frac{\pi}{4},$$

because the last integral is the area of a quarter of the unit disc. Multiplying by $4/\hbar$ gives

$$S=\frac{\pi D^2}{\hbar a}=\frac{\pi(2D)^2}{4\hbar a}.$$

## Tunnelling through space in a uniform force

The same matrix describes two bands in one dimension if $at$ is replaced by $vp$, with velocity $v$ and momentum $p$. The band energies are then $\pm\sqrt{D^2+v^2p^2}$. Add a uniform force $F$ with potential energy $-Fx$, and take total energy zero. At position $x$ the band energy must be $Fx$, so

$$F^2x^2=D^2+v^2p^2 .$$

For $|Fx|<D$ no real $p$ satisfies this. Setting $p=i\hbar\kappa$ gives the decay rate

$$\kappa(x)=\frac{\sqrt{D^2-F^2x^2}}{\hbar v}.$$

With $v,F,\hbar>0$, the forbidden region runs from $-D/F$ to $D/F$. In the semiclassical picture the amplitude falls across this region by the factor $e^{-\int\kappa\,dx}$, and squaring it to get a probability doubles the exponent. The substitution $x=Dy/F$ now produces a half disc:

$$2\int_{-D/F}^{D/F}\kappa(x)\,dx=\frac{2}{\hbar v}\cdot\frac{D^2}{F}\cdot\frac{\pi}{2}=\frac{\pi D^2}{\hbar vF}.$$

This is $S$ with $a=vF$. The identification is natural, since a momentum growing as $p=Ft$ makes the diagonal energy $vp=vFt$.

## Numbers for one crossing, and a negative coupling

Take $D=3$, $a=4$ and $\hbar=1$ in matching units. At $t=1$ the levels are $\pm\sqrt{9+16}=\pm5$. At $t=0.6\,i$ they are $\pm\sqrt{9-5.76}=\pm1.8$, and at $t=0.75\,i$ they meet. The integral of the gap is $2\cdot\frac94\cdot\frac\pi4=\frac{9\pi}{8}$, so $S=\frac{9\pi}{4}\approx7.07$. The formula gives the same: $36\pi/16=9\pi/4$.

The condition $D>0$ matters. For $D=-1$ and $a=\hbar=1$ the levels are the same as for $D=1$, but the upper limit of the integral is now $-1$. The integral runs backwards and $S=-\pi$, whereas the formula gives $+\pi$. For a negative coupling, $|D|$ belongs in the limit.

## The Hamiltonian and the exponents in Lean

```lean
import Mathlib

open Matrix
open scoped Real

namespace InterbandTunnelling

noncomputable section
```

The matrix is defined over any commutative ring `K`, so one definition serves real time, complex time and, later, imaginary momentum. Both off-diagonal entries are `D`. At real time the matrix is therefore Hermitian for real coupling, the case treated here.

```lean
/-- The two-band Hamiltonian with diagonal energies `a t` and `-a t` and coupling `D`.
The entries may be real or complex, so that `t` may be a complex time. -/
def hamiltonian {K : Type*} [CommRing K] (D a t : K) : Matrix (Fin 2) (Fin 2) K :=
  !![a * t, D; D, -(a * t)]
```

A level is defined through an eigenvector. The vector only has to be nonzero, and no normalisation is imposed.

```lean
/-- `μ` is an energy level of `M` if `M` has a nonzero eigenvector with eigenvalue `μ`. -/
def IsLevel {K : Type*} [Field K] (M : Matrix (Fin 2) (Fin 2) K) (μ : K) : Prop :=
  ∃ v : Fin 2 → K, v ≠ 0 ∧ M *ᵥ v = μ • v
```

The exponent is the integral written above, with `hbar` an ordinary real number. Units are not tracked. That this integral governs a transition is the semiclassical assumption described at the start; it enters through the definition and is not derived.

```lean
/-- For `D, a, ħ > 0`, the tunnelling exponent: `2/ħ` times the integral of the gap
`2 √(D² - a² s²)` over imaginary time `s` from `0` to `D/a`. -/
def tunnelExponent (D a hbar : ℝ) : ℝ :=
  2 / hbar * ∫ s in (0 : ℝ)..(D / a), 2 * √(D ^ 2 - a ^ 2 * s ^ 2)
```

The spatial decay rate is likewise given by its formula. Its link to the band matrix is a theorem further on.

```lean
/-- For `ħ, v > 0` and `F² x² ≤ D²`, the spatial decay rate `√(D² - F² x²) / (ħ v)` at position `x`
in a uniform force `F`, for bands of velocity `v`. -/
def decayRate (D v F hbar x : ℝ) : ℝ :=
  √(D ^ 2 - F ^ 2 * x ^ 2) / (hbar * v)
```

## The secular equation over any field

The next theorem says that `μ` is a level exactly when $\mu^2=D^2+a^2t^2$. In the proof, `key` rewrites the eigenvalue equation as $(H-\mu)v=0$, and `hdet` is the determinant computed by hand. Mathlib's `Matrix.exists_mulVec_eq_zero_iff` supplies the fact that a square matrix over a field annihilates a nonzero vector exactly when its determinant vanishes.

```lean
/-- A number `μ` is a level of the two-band Hamiltonian exactly when
`μ² = D² + a² t²`, for real and for complex time. -/
theorem isLevel_iff {K : Type*} [Field K] (D a t μ : K) :
    IsLevel (hamiltonian D a t) μ ↔ μ ^ 2 = D ^ 2 + a ^ 2 * t ^ 2 := by
  have key : ∀ v : Fin 2 → K, (hamiltonian D a t - μ • 1) *ᵥ v = 0 ↔
      hamiltonian D a t *ᵥ v = μ • v := by
    intro v
    rw [Matrix.sub_mulVec, Matrix.smul_mulVec, Matrix.one_mulVec, sub_eq_zero]
  -- the secular determinant
  have hdet : (hamiltonian D a t - μ • 1).det = μ ^ 2 - (D ^ 2 + a ^ 2 * t ^ 2) := by
    rw [Matrix.det_fin_two]
    simp [hamiltonian]
    ring
  have h : (∃ v : Fin 2 → K, v ≠ 0 ∧ (hamiltonian D a t - μ • 1) *ᵥ v = 0) ↔
      (hamiltonian D a t - μ • 1).det = 0 := Matrix.exists_mulVec_eq_zero_iff
  simp only [key] at h
  rw [IsLevel, h, hdet, sub_eq_zero]
```

For real time the right-hand side is the square of its own root. Two numbers with equal squares are equal or opposite, which gives the two adiabatic levels. No sign condition on `D`, `a` or `t` is needed.

```lean
/-- At real time the levels are exactly `√(D² + a² t²)` and `-√(D² + a² t²)`. -/
theorem real_time_levels (D a t μ : ℝ) :
    IsLevel (hamiltonian D a t) μ ↔
      μ = √(D ^ 2 + a ^ 2 * t ^ 2) ∨ μ = -√(D ^ 2 + a ^ 2 * t ^ 2) := by
  rw [isLevel_iff, ← sq_eq_sq_iff_eq_or_eq_neg, Real.sq_sqrt (by positivity)]
```

For imaginary time the matrix has complex entries, and `μ` ranges over the complex numbers. The theorem thus also rules out any non-real level while $a^2s^2\le D^2$. The step `hsq` is the computation $(is)^2=-s^2$. The hypothesis `hs` matters because Lean's real square root of a negative number is zero: for $D=a=1$ and $s=2$ the true levels are $\pm i\sqrt3$.

```lean
/-- At imaginary time `i s` with `a² s² ≤ D²` the levels are exactly
`√(D² - a² s²)` and `-√(D² - a² s²)`. -/
theorem imaginary_time_levels (D a s : ℝ) (hs : a ^ 2 * s ^ 2 ≤ D ^ 2) (μ : ℂ) :
    IsLevel (hamiltonian (D : ℂ) (a : ℂ) (Complex.I * s)) μ ↔
      μ = (√(D ^ 2 - a ^ 2 * s ^ 2) : ℝ) ∨ μ = -((√(D ^ 2 - a ^ 2 * s ^ 2) : ℝ) : ℂ) := by
  have hsq : ((√(D ^ 2 - a ^ 2 * s ^ 2) : ℝ) : ℂ) ^ 2 =
      (D : ℂ) ^ 2 + (a : ℂ) ^ 2 * (Complex.I * s) ^ 2 := by
    rw [← Complex.ofReal_pow, Real.sq_sqrt (by linarith)]
    push_cast
    linear_combination (-(a : ℂ) ^ 2 * (s : ℂ) ^ 2) * Complex.I_sq
  rw [isLevel_iff, ← sq_eq_sq_iff_eq_or_eq_neg, hsq]
```

The closing of the gap is stated as the condition that zero is a level. Step `e` checks that $a^2(iD/a)^2=-D^2$. The secular equation with $\mu=0$ then becomes $z^2=(iD/a)^2$ after cancelling $a^2$. Both the check and the cancellation use `ha`. For $D=0$ the two complex times coincide at $z=0$, the real crossing of uncoupled bands.

```lean
/-- For `a ≠ 0`, zero energy is a level at the complex time `z` exactly when
`z = i D/a` or `z = -i D/a`. -/
theorem zero_level_iff (D a : ℝ) (ha : a ≠ 0) (z : ℂ) :
    IsLevel (hamiltonian (D : ℂ) (a : ℂ) z) 0 ↔
      z = Complex.I * (D / a) ∨ z = -(Complex.I * (D / a)) := by
  have ha' : (a : ℂ) ≠ 0 := by exact_mod_cast ha
  have hq : (a : ℂ) * (D / a) = D := by field_simp
  have e : (a : ℂ) ^ 2 * (Complex.I * (D / a)) ^ 2 = -(D : ℂ) ^ 2 := by
    calc (a : ℂ) ^ 2 * (Complex.I * (D / a)) ^ 2
        = Complex.I ^ 2 * ((a : ℂ) * (D / a)) ^ 2 := by ring
      _ = -(D : ℂ) ^ 2 := by rw [hq, Complex.I_sq]; ring
  rw [isLevel_iff, ← sq_eq_sq_iff_eq_or_eq_neg]
  constructor
  · intro h
    apply mul_left_cancel₀ (pow_ne_zero 2 ha')
    linear_combination -h - e
  · intro h
    linear_combination (-(a : ℂ) ^ 2) * h - e
```

## Rescaling to the unit disc

The substitution is proved for general limits `u` and `w`, because the time integral needs $0$ to $1$ and the spatial one needs $-1$ to $1$. Step `e` takes the factor $D$ out of the root, using $D>0$. Step `h` is the change of variable, with the Jacobian appearing as `(a / D)⁻¹`.

```lean
/-- For `D, a > 0`, measuring time in units of `D/a` turns the integral of `√(D² - a² s²)`
into `D²/a` times an integral under the unit semicircle. -/
theorem integral_rescale {D a : ℝ} (hD : 0 < D) (ha : 0 < a) (u w : ℝ) :
    ∫ s in (D * u / a)..(D * w / a), √(D ^ 2 - a ^ 2 * s ^ 2) =
      D ^ 2 / a * ∫ x in u..w, √(1 - x ^ 2) := by
  have hD' : D ≠ 0 := hD.ne'
  have ha' : a ≠ 0 := ha.ne'
  have e : ∀ s : ℝ, √(D ^ 2 - a ^ 2 * s ^ 2) = D * √(1 - (a / D * s) ^ 2) := by
    intro s
    have hx : a / D * s * D = a * s := by field_simp
    have hy : D ^ 2 - a ^ 2 * s ^ 2 = D ^ 2 * (1 - (a / D * s) ^ 2) := by
      linear_combination (a / D * s * D + a * s) * hx
    rw [hy, Real.sqrt_mul (sq_nonneg D), Real.sqrt_sq hD.le]
  have hu : a / D * (D * u / a) = u := by field_simp
  have hw : a / D * (D * w / a) = w := by field_simp
  have h : ∫ s in (D * u / a)..(D * w / a), √(1 - (a / D * s) ^ 2) =
      (a / D)⁻¹ • ∫ x in u..w, √(1 - x ^ 2) := by
    have h0 := intervalIntegral.integral_comp_mul_left (a := D * u / a) (b := D * w / a)
      (fun x : ℝ => √(1 - x ^ 2)) (div_ne_zero ha' hD')
    rw [hu, hw] at h0
    exact h0
  simp only [e]
  rw [intervalIntegral.integral_const_mul, h, smul_eq_mul, inv_div]
  ring
```

Mathlib knows that the integral of $\sqrt{1-x^2}$ from $-1$ to $1$ is $\pi/2$. The proof splits it at zero (`h1`), shows by the reflection $x\mapsto-x$ that the halves agree (`h2`), and solves for one half.

```lean
/-- The area under the unit semicircle between `0` and `1` is `π/4`. -/
theorem quarter_disc : ∫ x in (0 : ℝ)..1, √(1 - x ^ 2) = π / 4 := by
  have hc : Continuous fun x : ℝ => √(1 - x ^ 2) := by fun_prop
  have h1 := intervalIntegral.integral_add_adjacent_intervals
    (μ := MeasureTheory.volume) (hc.intervalIntegrable (-1) 0) (hc.intervalIntegrable 0 1)
  -- the two halves agree by reflection
  have h2 := intervalIntegral.integral_comp_neg (a := 0) (b := 1)
    (fun x : ℝ => √(1 - x ^ 2))
  simp only [neg_sq, neg_zero] at h2
  rw [integral_sqrt_one_sub_sq] at h1
  linarith
```

The main theorem states the result with the denominator cleared: $S\cdot4\hbar a=\pi(2D)^2$. Since $4\hbar a>0$, dividing by it gives the quotient form. The proof sets $u=0$ and $w=1$ in the rescaling, inserts the quarter disc, and obtains $S=\pi D^2/(\hbar a)$ as `key`.

```lean
/-- The interband tunnelling exponent `S` for `D, a, ħ > 0`: it satisfies
`S · 4 ħ a = π (2D)²`, where `2D` is the minimal gap at real time. -/
theorem tunnelExponent_eq {D a hbar : ℝ} (hD : 0 < D) (ha : 0 < a) (hh : 0 < hbar) :
    tunnelExponent D a hbar * (4 * hbar * a) = π * (2 * D) ^ 2 := by
  have h := integral_rescale hD ha 0 1
  rw [quarter_disc, show D * 0 / a = 0 by simp, show D * 1 / a = D / a by simp] at h
  have key : tunnelExponent D a hbar = π * D ^ 2 / (hbar * a) := by
    rw [tunnelExponent, intervalIntegral.integral_const_mul, h]
    ring
  rw [key, div_mul_eq_mul_div, div_eq_iff (by positivity)]
  ring
```

## The spatial exponent in Lean

Here `hamiltonian` is used with `v` in the place of `a` and the imaginary momentum $i\hbar\kappa$ in the place of `t`. The theorem says that the band energy at this momentum can be $Fx$, which is the energy balance solved by hand. The hypothesis `hx` places $x$ in the forbidden region or at its edge, where $\kappa=0$. Steps `hk` and `hk2` compute $(v\hbar\kappa)^2=D^2-F^2x^2$, and the secular equation finishes the argument.

```lean
/-- For `v, ħ ≠ 0` and `F² x² ≤ D²`, the energy `F x` is a level of the band Hamiltonian of velocity
`v` at the imaginary momentum `i ħ κ`, with `κ = decayRate D v F hbar x`. -/
theorem decayRate_isLevel {D v F hbar x : ℝ} (hv : v ≠ 0) (hh : hbar ≠ 0)
    (hx : F ^ 2 * x ^ 2 ≤ D ^ 2) :
    IsLevel (hamiltonian (D : ℂ) (v : ℂ)
      (Complex.I * ((hbar : ℂ) * (decayRate D v F hbar x : ℂ)))) ((F : ℂ) * x) := by
  have hk : v * (hbar * decayRate D v F hbar x) = √(D ^ 2 - F ^ 2 * x ^ 2) := by
    unfold decayRate
    field_simp
  have hk2 : (v * (hbar * decayRate D v F hbar x)) ^ 2 = D ^ 2 - F ^ 2 * x ^ 2 := by
    rw [hk, Real.sq_sqrt (by linarith)]
  have hk3 : ((v : ℂ) * ((hbar : ℂ) * (decayRate D v F hbar x : ℂ))) ^ 2 =
      (D : ℂ) ^ 2 - (F : ℂ) ^ 2 * (x : ℂ) ^ 2 := by exact_mod_cast hk2
  rw [isLevel_iff]
  linear_combination hk3 -
    ((v : ℂ) * ((hbar : ℂ) * (decayRate D v F hbar x : ℂ))) ^ 2 * Complex.I_sq
```

The last theorem integrates this rate across the whole forbidden region. The rescaling is applied with `F` for `a` and with limits $-1$ and $1$, so the half-disc area $\pi/2$ enters directly. The result has the form of the time-domain theorem with $a$ replaced by $vF$. The force is uniform, and the bands have one spatial dimension and a constant coupling.

```lean
/-- For `D, v, F, ħ > 0`, twice the decay rate integrated over the forbidden region from
`-D/F` to `D/F`, multiplied by `4 ħ v F`, equals `π (2D)²`. -/
theorem spatial_exponent_eq {D v F hbar : ℝ} (hD : 0 < D) (hv : 0 < v) (hF : 0 < F)
    (hh : 0 < hbar) :
    (2 * ∫ x in (-(D / F))..(D / F), decayRate D v F hbar x) * (4 * hbar * (v * F)) =
      π * (2 * D) ^ 2 := by
  have h := integral_rescale hD hF (-1) 1
  rw [integral_sqrt_one_sub_sq, show D * (-1) / F = -(D / F) by ring,
    show D * 1 / F = D / F by simp] at h
  have key : 2 * ∫ x in (-(D / F))..(D / F), decayRate D v F hbar x =
      π * D ^ 2 / (hbar * (v * F)) := by
    simp only [decayRate]
    rw [intervalIntegral.integral_div, h]
    ring
  rw [key, div_mul_eq_mul_div, div_eq_iff (by positivity)]
  ring

end

end InterbandTunnelling
```

```lean
#print axioms InterbandTunnelling.imaginary_time_levels
-- 'InterbandTunnelling.imaginary_time_levels' depends on axioms: [propext, Classical.choice, Quot.sound]
#print axioms InterbandTunnelling.tunnelExponent_eq
-- 'InterbandTunnelling.tunnelExponent_eq' depends on axioms: [propext, Classical.choice, Quot.sound]
#print axioms InterbandTunnelling.decayRate_isLevel
-- 'InterbandTunnelling.decayRate_isLevel' depends on axioms: [propext, Classical.choice, Quot.sound]
#print axioms InterbandTunnelling.spatial_exponent_eq
-- 'InterbandTunnelling.spatial_exponent_eq' depends on axioms: [propext, Classical.choice, Quot.sound]
```
